# Spin-down Green's function from the spin-up one for staggered hopping and opposite auxiliary fields

In a determinant Monte Carlo run for the half-filled repulsive Hubbard model on a bipartite lattice, the equal-time spin-down Green's function can be filled in from the spin-up one by a transpose, a pattern of signs and a subtraction from the identity matrix. No second matrix inversion is needed. The step is exact for each configuration of the auxiliary field, in which the electrons are non-interacting, provided the hopping is real, the same for both spins and connects only opposite sublattices, and the field is real and couples to the two spins with opposite sign.

## The relation between the two spins

Let \(K\) be the real symmetric hopping matrix on a finite set of sites, with the time step absorbed. Let \(s_i=\pm1\) be the sublattice sign of site \(i\), and let \(D\) be the diagonal matrix with entries \(s_i\), so \(D^2=1\). Hopping between opposite sublattices means \(DKD=-K\). The field on time slice \(l\) is a real diagonal matrix \(V_l\), which the two spins feel with opposite sign:

\[
B_\uparrow=\prod_{l=1}^{L}e^{-K}e^{V_l},\qquad
B_\downarrow=\prod_{l=1}^{L}e^{-K}e^{-V_l},
\]

with the factors in the same order. Put \(G_\sigma=(1+B_\sigma)^{-1}\). If \(1+B_\uparrow\) is invertible, then so is \(1+B_\downarrow\), and

\[
G_\downarrow=D\,(1-G_\uparrow^{T})\,D,
\qquad\text{that is}\qquad
(G_\downarrow)_{ij}=\delta_{ij}-s_is_j(G_\uparrow)_{ji}.
\]

**One slice.** Conjugation by \(D\) passes through the exponential. It turns \(e^{-K}\) into \(e^{K}\) and leaves \(e^{-V_l}\) alone, because diagonal matrices commute. Hence

\[
(e^{-K}e^{V_l})^{T}\,D(e^{-K}e^{-V_l})D
=e^{V_l}e^{-K}\,e^{K}e^{-V_l}=1 .
\]

**All slices.** Transposition reverses the order of the factors in \(B_\uparrow\), while conjugation keeps the order in \(B_\downarrow\). In the product \(B_\uparrow^{T}(DB_\downarrow D)\) the two factors of slice 1 therefore meet in the middle and cancel, then those of slice 2, and so on. With \(Y=DB_\downarrow D\), this gives \(B_\uparrow^{T}Y=1\), and hence \(YB_\uparrow^{T}=1\) for square matrices.

**The inverse.** Transposing \(G_\uparrow(1+B_\uparrow)=1\) gives \((1+B_\uparrow^{T})G_\uparrow^{T}=1\), so \(1-G_\uparrow^{T}=B_\uparrow^{T}G_\uparrow^{T}\). Therefore

\[
(1+Y)(1-G_\uparrow^{T})
=B_\uparrow^{T}G_\uparrow^{T}+YB_\uparrow^{T}G_\uparrow^{T}
=B_\uparrow^{T}G_\uparrow^{T}+G_\uparrow^{T}=1 .
\]

Since \(1+B_\downarrow=D(1+Y)D\), its inverse is \(D(1-G_\uparrow^{T})D\).

**Density and weight.** With \(G_{ij}=\langle c_ic_j^\dagger\rangle\), the density of one spin on site \(i\) is \(1-G_{ii}\). The diagonal of the relation says that the two densities add to one. Also \(D(1+B_\downarrow)D\,B_\uparrow^{T}=(1+B_\uparrow)^{T}\), and taking determinants gives

\[
\det(1+B_\uparrow)\det(1+B_\downarrow)
=\det B_\uparrow\,\det(1+B_\downarrow)^2\ge0,
\]

because every exponential of a real matrix has positive determinant. This is the absence of a sign problem for this model, at the level of the fermion determinants. It needs no invertibility: a configuration with singular \(1+B_\uparrow\) has weight zero.

## One Green's function in the update loop

Suppose a proposed move changes the field on site \(i\) of the rightmost slice by \(a\). The determinant ratios are

\[
R_\uparrow=1+(e^{a}-1)\bigl(1-(G_\uparrow)_{ii}\bigr),\qquad
R_\downarrow=1+(e^{-a}-1)(G_\uparrow)_{ii},
\]

where the second uses \(1-(G_\downarrow)_{ii}=(G_\uparrow)_{ii}\). The code needs to store and update only \(G_\uparrow\). Other slices are reached by cyclic reordering, to which the relation applies equally. A code that carries both matrices can monitor the difference between the two sides as a measure of rounding error.

## A chemical potential breaks the relation

Take one site, no field, one slice and \(K=-\mu\) with \(\mu\neq0\), where \(\mu\) is the chemical potential measured from its value at half filling, multiplied by the time step. Here \(D=\pm1\), so \(DKD=K\neq-K\). Both propagators equal \(e^{\mu}\), and \(G_\uparrow=G_\downarrow=1/(1+e^{\mu})\), whereas \(D(1-G_\uparrow^{T})D=e^{\mu}/(1+e^{\mu})\). The two differ: the site is no longer half filled.

## The model in Lean

The type `n` is any finite set of sites, and all matrices are real.

```lean
import Mathlib

open Matrix

namespace SignFreeGreen

noncomputable section

variable {n : Type*} [Fintype n] [DecidableEq n]
```

The three conditions on the hopping are collected in `IsStaggered K s`, where `diagonal s` is \(D\). The field `flip` is the bipartite condition. It forces the diagonal of \(K\) to vanish, which excludes a chemical potential or site energy measured from half filling.

```lean
/-- A real symmetric hopping matrix `K` that changes sign under conjugation by the
diagonal matrix of site signs `s i = ±1`. -/
structure IsStaggered (K : Matrix n n ℝ) (s : n → ℝ) : Prop where
  symm : Kᵀ = K
  sign : ∀ i, s i = 1 ∨ s i = -1
  flip : diagonal s * K * diagonal s = -K
```

A field configuration is a list `V` of functions from sites to real numbers, one per slice, with the head of the list as the leftmost factor. The number `σ` is 1 for spin up and -1 for spin down. The list may have any length, and the empty list gives the identity matrix.

```lean
/-- The ordered product of the slices `exp(-K) exp(σ V_l)`; spin up has `σ = 1`,
spin down has `σ = -1`. -/
def propagator (K : Matrix n n ℝ) (σ : ℝ) (V : List (n → ℝ)) : Matrix n n ℝ :=
  (V.map fun v => NormedSpace.exp (-K) * NormedSpace.exp (σ • diagonal v)).prod
```

The Green's function follows the convention \(\langle c_ic_j^\dagger\rangle\). Lean assigns the value zero to the inverse of a singular matrix, so `green` has its physical meaning only when \(1+B\) is invertible.

```lean
/-- The equal-time Green's function `(1 + B)⁻¹` of a propagator `B`. -/
def green (B : Matrix n n ℝ) : Matrix n n ℝ := (1 + B)⁻¹
```

The definitions start from a given field. The decoupling of the interaction, the time-step error and the sampling over fields are not part of the model, and neither is complex hopping.

## Cancellation slice by slice

Two algebraic facts come first: \(D^2=1\), and conjugation by such a \(D\) distributes over products.

```lean
/-- The diagonal matrix of site signs squares to one. -/
theorem sign_sq {K : Matrix n n ℝ} {s : n → ℝ} (h : IsStaggered K s) :
    diagonal s * diagonal s = 1 := by
  have hs : (fun i => s i * s i) = fun _ => (1 : ℝ) := by
    funext i
    rcases h.sign i with h | h <;> rw [h] <;> norm_num
  rw [diagonal_mul_diagonal, hs]
  exact diagonal_one

/-- Conjugation by a matrix that squares to one respects products. -/
theorem conj_mul {D : Matrix n n ℝ} (hD : D * D = 1) (P Q : Matrix n n ℝ) :
    D * (P * Q) * D = (D * P * D) * (D * Q * D) := by
  have h : (D * P * D) * (D * Q * D) = D * P * (D * D) * Q * D := by
    simp only [mul_assoc]
  rw [h, hD, mul_one, mul_assoc D P Q]
```

The one-slice cancellation follows the computation above. In the proof, `hconj` moves the conjugation inside the exponential, `h1` and `h2` record its effect on \(-K\) and on the field, and `hinv` is \(e^{A}e^{-A}=1\). The final rewriting transposes the spin-up factor and cancels from the middle outwards.

```lean
/-- For staggered hopping and one time slice, the sign-conjugated spin-down factor is the inverse of
the transposed spin-up factor. -/
theorem slice_duality {K : Matrix n n ℝ} {s : n → ℝ} (h : IsStaggered K s) (v : n → ℝ) :
    (NormedSpace.exp (-K) * NormedSpace.exp ((1 : ℝ) • diagonal v))ᵀ *
      (diagonal s * (NormedSpace.exp (-K) * NormedSpace.exp ((-1 : ℝ) • diagonal v)) *
        diagonal s) = 1 := by
  have hD := sign_sq h
  have hinv : ∀ A : Matrix n n ℝ, NormedSpace.exp A * NormedSpace.exp (-A) = 1 := by
    intro A
    rw [← Matrix.exp_add_of_commute A (-A) (Commute.refl A).neg_right, add_neg_cancel,
      NormedSpace.exp_zero]
  have hconj : ∀ A : Matrix n n ℝ, diagonal s * NormedSpace.exp A * diagonal s =
      NormedSpace.exp (diagonal s * A * diagonal s) := by
    intro A
    have e := Matrix.exp_conj (diagonal s) A ⟨⟨_, _, hD, hD⟩, rfl⟩
    rw [Matrix.inv_eq_right_inv hD] at e
    exact e.symm
  -- the signs reverse the hopping and leave the diagonal field alone
  have h1 : diagonal s * -K * diagonal s = K := by
    rw [mul_neg, neg_mul, h.flip, neg_neg]
  have hc : diagonal s * diagonal v = diagonal v * diagonal s := by
    rw [diagonal_mul_diagonal, diagonal_mul_diagonal]
    congr 1
    funext i
    exact mul_comm _ _
  have h2 : diagonal s * -diagonal v * diagonal s = -diagonal v := by
    rw [mul_neg, neg_mul, hc, mul_assoc, hD, mul_one]
  have e1 : NormedSpace.exp (-K) * NormedSpace.exp K = 1 := by
    have e := hinv (-K)
    rwa [neg_neg] at e
  simp only [one_smul, neg_smul]
  rw [conj_mul hD, hconj, hconj, h1, h2, transpose_mul, ← Matrix.exp_transpose,
    ← Matrix.exp_transpose, transpose_neg, h.symm, diagonal_transpose, mul_assoc,
    ← mul_assoc (NormedSpace.exp (-K)), e1, one_mul, hinv]
```

Induction on the list extends this to all slices. The auxiliary statement `key` removes the inner pair of factors, supplied by `slice_duality`, and leaves the outer pair to the induction hypothesis.

```lean
/-- For staggered hopping and any number of slices, the sign-conjugated spin-down propagator is the
inverse of the transposed spin-up propagator. -/
theorem propagator_duality {K : Matrix n n ℝ} {s : n → ℝ} (h : IsStaggered K s)
    (V : List (n → ℝ)) :
    (propagator K 1 V)ᵀ * (diagonal s * propagator K (-1) V * diagonal s) = 1 := by
  have hD := sign_sq h
  have key : ∀ a b c d : Matrix n n ℝ, b * c = 1 → a * d = 1 → a * b * (c * d) = 1 := by
    intro a b c d h1 h2
    rw [mul_assoc, ← mul_assoc b, h1, one_mul, h2]
  induction V with
  | nil =>
    simp only [propagator, List.map_nil, List.prod_nil, transpose_one, mul_one, one_mul]
    exact hD
  | cons v V ih =>
    have hp : ∀ σ : ℝ, propagator K σ (v :: V) =
        (NormedSpace.exp (-K) * NormedSpace.exp (σ • diagonal v)) * propagator K σ V := by
      intro σ
      simp only [propagator, List.map_cons, List.prod_cons]
    rw [hp 1, hp (-1), transpose_mul, conj_mul hD]
    exact key _ _ _ _ (slice_duality h v) ih
```

## The Green's function relation

The hypothesis `hu` says that \(1+B_\uparrow\) is invertible. The conclusion has two parts: \(1+B_\downarrow\) is invertible, and its inverse is the stated matrix. After the `generalize` steps, `B` stands for \(B_\uparrow\), `X` for \(B_\downarrow\) and `G` for \(G_\uparrow\), and only matrix algebra remains. Here `h1` is \(1-G^{T}=B^{T}G^{T}\), `h2` is the product with \(1+Y\), and `hmove` carries \(D\) through \(1+B_\downarrow\).

```lean
/-- For staggered hopping, if `1 + B_up` is invertible, then so is `1 + B_dn`, and the Green's
functions obey `G_dn = D (1 - G_upᵀ) D`. -/
theorem green_down_eq {K : Matrix n n ℝ} {s : n → ℝ} (h : IsStaggered K s)
    (V : List (n → ℝ)) (hu : IsUnit (1 + propagator K 1 V)) :
    IsUnit (1 + propagator K (-1) V) ∧
      green (propagator K (-1) V) =
        diagonal s * (1 - (green (propagator K 1 V))ᵀ) * diagonal s := by
  have hD := sign_sq h
  have hY := mul_eq_one_comm.mp (propagator_duality h V)
  have hG : green (propagator K 1 V) * (1 + propagator K 1 V) = 1 :=
    Matrix.nonsing_inv_mul _ ((Matrix.isUnit_iff_isUnit_det _).mp hu)
  generalize green (propagator K 1 V) = G at hG ⊢
  generalize propagator K 1 V = B at hG hY
  generalize propagator K (-1) V = X at hY ⊢
  generalize diagonal s = D at hD hY ⊢
  have hGT : (1 + Bᵀ) * Gᵀ = 1 := by
    have e := congrArg transpose hG
    rwa [transpose_mul, transpose_add, transpose_one] at e
  -- the one-body density matrix is `1 - Gᵀ = Bᵀ Gᵀ`
  have h1 : 1 - Gᵀ = Bᵀ * Gᵀ := by
    have e := hGT
    rw [add_mul, one_mul] at e
    exact sub_eq_iff_eq_add'.mpr e.symm
  have h2 : (1 + D * X * D) * (1 - Gᵀ) = 1 := by
    rw [h1, ← mul_assoc, add_mul, one_mul, hY, add_comm]
    exact hGT
  have hmove : (1 + X) * D = D * (1 + D * X * D) := by
    rw [add_mul, one_mul, mul_add, mul_one, ← mul_assoc, ← mul_assoc, hD, one_mul]
  have key : (1 + X) * (D * (1 - Gᵀ) * D) = 1 := by
    rw [← mul_assoc, ← mul_assoc, hmove, mul_assoc D, h2, mul_one, hD]
  exact ⟨⟨⟨_, _, key, mul_eq_one_comm.mp key⟩, rfl⟩, Matrix.inv_eq_right_inv key⟩
```

Reading off the diagonal entry gives the density sum, with \(s_i^2=1\) settled by the two cases of the sign.

```lean
/-- For staggered hopping, in each field configuration with `1 + B_up` invertible, the spin-up and
spin-down densities `1 - G i i` on every site add up to one. -/
theorem density_sum {K : Matrix n n ℝ} {s : n → ℝ} (h : IsStaggered K s)
    (V : List (n → ℝ)) (hu : IsUnit (1 + propagator K 1 V)) (i : n) :
    (1 - green (propagator K 1 V) i i) + (1 - green (propagator K (-1) V) i i) = 1 := by
  rw [(green_down_eq h V hu).2, mul_diagonal, diagonal_mul, Matrix.sub_apply,
    Matrix.one_apply_eq, Matrix.transpose_apply]
  rcases h.sign i with h | h <;> rw [h] <;> ring
```

## The sign of the weight

Positivity of the determinant comes from writing \(e^{A}=e^{A/2}e^{A/2}\): the determinant is the square of a nonzero real number.

```lean
/-- The exponential of a real matrix is the square of the exponential of half the matrix,
and its determinant is positive. -/
theorem exp_half (A : Matrix n n ℝ) :
    NormedSpace.exp A =
      NormedSpace.exp ((1 / 2 : ℝ) • A) * NormedSpace.exp ((1 / 2 : ℝ) • A) ∧
    0 < (NormedSpace.exp A).det := by
  have h : NormedSpace.exp A =
      NormedSpace.exp ((1 / 2 : ℝ) • A) * NormedSpace.exp ((1 / 2 : ℝ) • A) := by
    rw [← Matrix.exp_add_of_commute _ _ (Commute.refl _)]
    congr 1
    module
  refine ⟨h, ?_⟩
  have hne := ((Matrix.isUnit_iff_isUnit_det _).mp
    (Matrix.isUnit_exp ((1 / 2 : ℝ) • A))).ne_zero
  rw [h, det_mul]
  exact mul_self_pos.mpr hne
```

The weight theorem multiplies these positive determinants over the slices to get `hpos`. The matrix identity `hm` is the one whose determinant was taken above, and `linear_combination` turns it into the formula with the square. There is no invertibility hypothesis.

```lean
/-- For staggered hopping, the product of the spin-up and spin-down fermion determinants is
nonnegative for every field configuration. -/
theorem weight_nonneg {K : Matrix n n ℝ} {s : n → ℝ} (h : IsStaggered K s)
    (V : List (n → ℝ)) :
    0 ≤ (1 + propagator K 1 V).det * (1 + propagator K (-1) V).det := by
  have hD := sign_sq h
  have hY := mul_eq_one_comm.mp (propagator_duality h V)
  have hpos : 0 < (propagator K 1 V).det := by
    clear hY
    induction V with
    | nil => simp [propagator]
    | cons v V ih =>
      have hp : propagator K 1 (v :: V) = (NormedSpace.exp (-K) *
          NormedSpace.exp ((1 : ℝ) • diagonal v)) * propagator K 1 V := by
        simp only [propagator, List.map_cons, List.prod_cons]
      rw [hp, det_mul, det_mul]
      exact mul_pos (mul_pos (exp_half _).2 (exp_half _).2) ih
  have hm : diagonal s * (1 + propagator K (-1) V) * diagonal s * (propagator K 1 V)ᵀ =
      (1 + propagator K 1 V)ᵀ := by
    rw [mul_add, add_mul, mul_one, hD, add_mul, hY, one_mul, transpose_add, transpose_one,
      add_comm]
  have hdet := congrArg det hm
  rw [det_mul, det_mul, det_mul, det_transpose, det_transpose] at hdet
  have dd : (diagonal s).det * (diagonal s).det = 1 := by rw [← det_mul, hD, det_one]
  -- the two determinants differ by the positive factor `det B_up`
  have e : (1 + propagator K 1 V).det * (1 + propagator K (-1) V).det =
      (propagator K 1 V).det * (1 + propagator K (-1) V).det ^ 2 := by
    linear_combination (-(1 + propagator K (-1) V).det) * hdet +
      (propagator K 1 V).det * (1 + propagator K (-1) V).det ^ 2 * dd
  rw [e]
  positivity
```

## Two sites with one slice

For two sites with hopping amplitude \(t\), again multiplied by the time step, and an arbitrary field on one slice, every assumption of the Green's function relation is verified, including invertibility. For a \(2\times2\) matrix, \(\det(1+M)=1+\operatorname{tr}M+\det M\). With \(E=e^{-K/2}\) and \(F=e^{V_1/2}\), both symmetric, the slice is \(E^2F^2\). Its trace equals \(\operatorname{tr}\bigl((EF)^{T}EF\bigr)\), a sum of squares, and its determinant is positive, so \(\det(1+B_\uparrow)>0\).

```lean
/-- Two sites with hopping amplitude `t`, signs `1, -1` and any field `v` on one slice
satisfy the staggering conditions, and `1 + B_up` is invertible. -/
theorem green_down_eq_witness (t : ℝ) (v : Fin 2 → ℝ) :
    IsStaggered !![0, -t; -t, 0] ![1, -1] ∧
      IsUnit (1 + propagator !![0, -t; -t, 0] 1 [v]) := by
  have hK : IsStaggered !![0, -t; -t, 0] ![1, -1] := by
    refine ⟨?_, ?_, ?_⟩
    · ext i j
      fin_cases i <;> fin_cases j <;> simp
    · intro i
      fin_cases i <;> simp
    · ext i j
      fin_cases i <;> fin_cases j <;> simp [Matrix.mul_apply, diagonal]
  refine ⟨hK, ?_⟩
  have hsym := hK.symm
  generalize !![0, -t; -t, 0] = K at hsym ⊢
  have hB : propagator K 1 [v] = NormedSpace.exp (-K) * NormedSpace.exp (diagonal v) := by
    simp only [propagator, List.map_cons, List.map_nil, List.prod_cons, List.prod_nil,
      mul_one, one_smul]
  have hdet : ∀ M : Matrix (Fin 2) (Fin 2) ℝ, (1 + M).det = 1 + M.trace + M.det := by
    intro M
    simp [det_fin_two, trace_fin_two]
    ring
  have htr : ∀ M : Matrix (Fin 2) (Fin 2) ℝ, 0 ≤ (Mᵀ * M).trace := by
    intro M
    simp only [trace_fin_two, Matrix.mul_apply, Fin.sum_univ_two, transpose_apply]
    nlinarith [mul_self_nonneg (M 0 0), mul_self_nonneg (M 0 1), mul_self_nonneg (M 1 0),
      mul_self_nonneg (M 1 1)]
  -- the trace of the slice is a sum of squares
  have hpos : 0 ≤ (NormedSpace.exp (-K) * NormedSpace.exp (diagonal v)).trace := by
    have hE : (NormedSpace.exp ((1 / 2 : ℝ) • -K))ᵀ = NormedSpace.exp ((1 / 2 : ℝ) • -K) := by
      rw [← Matrix.exp_transpose, transpose_smul, transpose_neg, hsym]
    have hF : (NormedSpace.exp ((1 / 2 : ℝ) • diagonal v))ᵀ =
        NormedSpace.exp ((1 / 2 : ℝ) • diagonal v) := by
      rw [← Matrix.exp_transpose, transpose_smul, diagonal_transpose]
    rw [(exp_half (-K)).1, (exp_half (diagonal v)).1]
    generalize NormedSpace.exp ((1 / 2 : ℝ) • -K) = E at hE ⊢
    generalize NormedSpace.exp ((1 / 2 : ℝ) • diagonal v) = F at hF ⊢
    have e := htr (E * F)
    rw [transpose_mul, hE, hF] at e
    rw [← mul_assoc (E * E), trace_mul_comm]
    simpa only [mul_assoc] using e
  rw [Matrix.isUnit_iff_isUnit_det, isUnit_iff_ne_zero, hB, hdet, det_mul]
  have hd := mul_pos (exp_half (-K)).2 (exp_half (diagonal v)).2
  exact ne_of_gt (by linarith)

end

end SignFreeGreen
```

```lean
#print axioms SignFreeGreen.green_down_eq
#print axioms SignFreeGreen.density_sum
#print axioms SignFreeGreen.weight_nonneg
```

```
'SignFreeGreen.green_down_eq' depends on axioms: [propext, Classical.choice, Quot.sound]
'SignFreeGreen.density_sum' depends on axioms: [propext, Classical.choice, Quot.sound]
'SignFreeGreen.weight_nonneg' depends on axioms: [propext, Classical.choice, Quot.sound]
```
